# For U > 0, symmetrising Hermitian occupations over a finite unitary group never lowers the Dudarev energy

When I run DFT+U with symmetry switched on, the code averages the occupation matrix of the correlated shell over the symmetry operations, and the Hubbard term is then evaluated at the average. When I switch symmetry off, the same term sees the raw matrix. To compare the two runs I would like to know which way the averaging moves the Hubbard energy.

I believe it can only go up. Let n be a Hermitian occupation matrix, let s be its average over a finite group of unitary matrices, and take the Dudarev form E(n) = (U/2) Tr(n − n²) with U > 0. The claim is that E(n) ≤ E(s), with equality exactly when n already commutes with every symmetry operation. Can this be made rigorous, including the equality case, and checked by machine in Lean?

## The energy gain is a squared distance

Yes. The averaging raises the energy by U/2 times the squared distance between n and s, and both parts of your claim follow from that.

Let G be a finite group with |G| elements, and let ρ(g) be the unitary matrix by which g acts on the orbitals. A dagger denotes the conjugate transpose. The symmetrised occupation matrix is

s = (1/|G|) Σ_g ρ(g) n ρ(g)†.

**The average commutes with the group.** Fix h in G. Since ρ(h)†ρ(h) = 1, we have ρ(g)† = ρ(g)†ρ(h)†ρ(h) = ρ(hg)†ρ(h). Therefore

ρ(h) s = (1/|G|) Σ_g ρ(hg) n ρ(hg)† ρ(h) = s ρ(h).

The last step holds because hg runs once through the whole group when g does.

**Traces against commuting matrices are preserved.** Let a commute with every ρ(g). By cyclicity of the trace,

Tr(a ρ(g) n ρ(g)†) = Tr(ρ(g) a n ρ(g)†) = Tr(ρ(g)†ρ(g) a n) = Tr(a n).

Averaging over g gives Tr(a s) = Tr(a n). The choice a = 1 gives Tr s = Tr n, so the electron count is unchanged. The choice a = s, allowed by the previous step, gives Tr(s²) = Tr(s n).

**The cross terms collapse.** Expanding the square and using Tr(n s) = Tr(s n) = Tr(s²),

Tr((n − s)²) = Tr(n²) − Tr(n s) − Tr(s n) + Tr(s²) = Tr(n²) − Tr(s²).

Because Tr s = Tr n, the right-hand side is also Tr(s − s²) − Tr(n − n²).

**The gain is a sum of squares.** Each term ρ(g) n ρ(g)† is Hermitian when n is, so s is Hermitian, and so is D = n − s. Then D_ji is the complex conjugate of D_ij, and

Tr(D²) = Σ_ij D_ij D_ji = Σ_ij |D_ij|².

Multiplying by U/2 gives

E(s) = E(n) + (U/2) Σ_ij |n_ij − s_ij|².

For U > 0 the added term is nonnegative, and it vanishes only if s = n. If s = n, then n commutes with the group because s does. Conversely, if n commutes with every ρ(g), then ρ(g) n ρ(g)† = n ρ(g)ρ(g)† = n for each g, and the average is n itself.

## Two orbitals with numbers, and the cases with no gain

Take two orbitals of one shell, one even and one odd under a mirror reflection, such as p_y and p_x under x → −x. The group consists of the identity and this reflection, diag(1, −1). Let n have diagonal entries 0.8 and 0.4 and both off-diagonal entries 0.3. The reflection flips the sign of the off-diagonal entries, so s = diag(0.8, 0.4). Then

Tr(n − n²) = 1.2 − (0.64 + 0.16 + 2 · 0.09) = 0.22,

Tr(s − s²) = 1.2 − (0.64 + 0.16) = 0.40.

The difference, 0.18, is the sum of the two squared off-diagonal entries. With U = 4 eV the Hubbard energy rises from 0.44 eV to 0.80 eV.

With a single orbital, every ρ(g) is a phase factor, which cancels in ρ(g) n ρ(g)†. Hence s = n and the gain is zero. The same happens for any number of orbitals if the group contains only the identity.

## Occupations, symmetry operations and energy in Lean

The file below contains the definitions, the general theorem and a two-orbital example.

```lean
import Mathlib

open Matrix

namespace SymmetrisedOccupations

noncomputable section

variable {G d : Type*} [Group G] [Fintype d] [DecidableEq d]

/-- The occupation matrix `n` transformed by the symmetry operation `g`. -/
def rotate (ρ : G →* unitaryGroup d ℂ) (g : G) (n : Matrix d d ℂ) : Matrix d d ℂ :=
  (ρ g).1 * n * (ρ g).1ᴴ

/-- The symmetrised occupation matrix: the average of `n` over all symmetry operations. -/
def symmetrise [Fintype G] (ρ : G →* unitaryGroup d ℂ) (n : Matrix d d ℂ) : Matrix d d ℂ :=
  (Fintype.card G : ℂ)⁻¹ • ∑ g, rotate ρ g n

/-- The Dudarev energy `(U/2) Tr(n - n²)`, with the real part of the trace taken. -/
def dudarevEnergy (U : ℝ) (n : Matrix d d ℂ) : ℝ :=
  U / 2 * (trace (n - n * n)).re

/-- The symmetrised occupation matrix commutes with every symmetry operation. -/
theorem symmetrise_commutes [Fintype G] (ρ : G →* unitaryGroup d ℂ) (n : Matrix d d ℂ) (h : G) :
    (ρ h).1 * symmetrise ρ n = symmetrise ρ n * (ρ h).1 := by
  have hu : (ρ h).1ᴴ * (ρ h).1 = 1 := mem_unitaryGroup_iff'.mp (ρ h).2
  -- moving `h` through one term of the average relabels `g` as `h * g`
  have step : ∀ g, (ρ h).1 * rotate ρ g n = rotate ρ (h * g) n * (ρ h).1 := by
    intro g
    have hm : (ρ (h * g)).1 = (ρ h).1 * (ρ g).1 := by
      rw [map_mul]
      rfl
    unfold rotate
    rw [hm, conjTranspose_mul]
    simp only [Matrix.mul_assoc]
    rw [hu, Matrix.mul_one]
  unfold symmetrise
  rw [Matrix.mul_smul, Matrix.smul_mul, Finset.mul_sum, Finset.sum_mul,
    Finset.sum_congr rfl (fun g _ => step g)]
  congr 1
  exact Equiv.sum_comp (Equiv.mulLeft h) (fun g => rotate ρ g n * (ρ h).1)

/-- Symmetrising the occupations leaves `Tr(a n)` unchanged for every matrix `a` that commutes
with the symmetry operations. -/
theorem trace_mul_symmetrise [Fintype G] (ρ : G →* unitaryGroup d ℂ) (a n : Matrix d d ℂ)
    (ha : ∀ g, (ρ g).1 * a = a * (ρ g).1) :
    trace (a * symmetrise ρ n) = trace (a * n) := by
  have hc : (Fintype.card G : ℂ) ≠ 0 := Nat.cast_ne_zero.mpr Fintype.card_ne_zero
  -- each term of the average contributes the same trace, by cyclicity
  have step : ∀ g, trace (a * rotate ρ g n) = trace (a * n) := by
    intro g
    have hu : (ρ g).1ᴴ * (ρ g).1 = 1 := mem_unitaryGroup_iff'.mp (ρ g).2
    have e : a * rotate ρ g n = ((ρ g).1 * (a * n)) * (ρ g).1ᴴ := by
      unfold rotate
      rw [← Matrix.mul_assoc (ρ g).1 a n, ha g]
      simp only [Matrix.mul_assoc]
    rw [e, trace_mul_comm, ← Matrix.mul_assoc, hu, Matrix.one_mul]
  unfold symmetrise
  rw [Matrix.mul_smul, trace_smul, Finset.mul_sum, trace_sum,
    Finset.sum_congr rfl (fun g _ => step g), Finset.sum_const, Finset.card_univ,
    nsmul_eq_mul, smul_eq_mul, inv_mul_cancel_left₀ hc]

/-- Symmetrising a Hermitian occupation matrix gives a Hermitian matrix. -/
theorem symmetrise_isHermitian [Fintype G] (ρ : G →* unitaryGroup d ℂ) {n : Matrix d d ℂ}
    (hn : n.IsHermitian) : (symmetrise ρ n).IsHermitian := by
  have hr : ∀ g, (rotate ρ g n)ᴴ = rotate ρ g n := by
    intro g
    unfold rotate
    rw [conjTranspose_mul, conjTranspose_mul, conjTranspose_conjTranspose, hn.eq,
      Matrix.mul_assoc]
  show (symmetrise ρ n)ᴴ = symmetrise ρ n
  simp only [symmetrise, conjTranspose_smul, conjTranspose_sum, hr, star_inv₀, star_natCast]

/-- Symmetrisation leaves an occupation matrix unchanged exactly when that matrix commutes with
every symmetry operation. -/
theorem symmetrise_eq_self_iff [Fintype G] (ρ : G →* unitaryGroup d ℂ) (n : Matrix d d ℂ) :
    symmetrise ρ n = n ↔ ∀ g, (ρ g).1 * n = n * (ρ g).1 := by
  constructor
  · intro h g
    have := symmetrise_commutes ρ n g
    rwa [h] at this
  · intro h
    have hc : (Fintype.card G : ℂ) ≠ 0 := Nat.cast_ne_zero.mpr Fintype.card_ne_zero
    have hr : ∀ g, rotate ρ g n = n := by
      intro g
      have hu : (ρ g).1 * (ρ g).1ᴴ = 1 := mem_unitaryGroup_iff.mp (ρ g).2
      unfold rotate
      rw [h g, Matrix.mul_assoc, hu, Matrix.mul_one]
    simp only [symmetrise, hr, Finset.sum_const, Finset.card_univ]
    rw [← Nat.cast_smul_eq_nsmul ℂ, smul_smul, inv_mul_cancel₀ hc, one_smul]

omit [DecidableEq d] in
/-- For a Hermitian matrix, `Tr(A²)` is the sum of the squared moduli of its entries. -/
theorem trace_sq_of_isHermitian {A : Matrix d d ℂ} (hA : A.IsHermitian) :
    trace (A * A) = ((∑ i, ∑ j, ‖A i j‖ ^ 2 : ℝ) : ℂ) := by
  simp only [trace, diag_apply, mul_apply, Complex.ofReal_sum]
  refine Finset.sum_congr rfl fun i _ => Finset.sum_congr rfl fun j _ => ?_
  have h : A j i = (starRingEnd ℂ) (A i j) := (hA.apply j i).symm
  rw [h, Complex.mul_conj, Complex.normSq_eq_norm_sq]

/-- For a Hermitian occupation matrix, symmetrisation adds to the Dudarev energy `U/2` times the
squared Frobenius distance between the original and the symmetrised matrix. -/
theorem dudarevEnergy_symmetrise [Fintype G] (ρ : G →* unitaryGroup d ℂ) (U : ℝ)
    {n : Matrix d d ℂ} (hn : n.IsHermitian) :
    dudarevEnergy U (symmetrise ρ n) =
      dudarevEnergy U n + U / 2 * ∑ i, ∑ j, ‖(n - symmetrise ρ n) i j‖ ^ 2 := by
  have h1 : trace (symmetrise ρ n) = trace n := by
    have := trace_mul_symmetrise ρ 1 n (fun g => by rw [Matrix.mul_one, Matrix.one_mul])
    rwa [Matrix.one_mul, Matrix.one_mul] at this
  have h2 := trace_mul_symmetrise ρ (symmetrise ρ n) n (symmetrise_commutes ρ n)
  have h3 := trace_mul_comm n (symmetrise ρ n)
  have hD := trace_sq_of_isHermitian (hn.sub (symmetrise_isHermitian ρ hn))
  -- the cross terms collapse because `Tr(s²) = Tr(s n)`
  have key : trace (symmetrise ρ n - symmetrise ρ n * symmetrise ρ n) - trace (n - n * n) =
      ((∑ i, ∑ j, ‖(n - symmetrise ρ n) i j‖ ^ 2 : ℝ) : ℂ) := by
    rw [← hD]
    simp only [Matrix.sub_mul, Matrix.mul_sub, trace_sub]
    linear_combination h1 - 2 * h2 + h3
  have hre := congrArg Complex.re key
  rw [Complex.sub_re, Complex.ofReal_re] at hre
  unfold dudarevEnergy
  linear_combination (U / 2) * hre

/-- For `U > 0`, symmetrising Hermitian occupations never lowers the Dudarev energy, and leaves it
unchanged exactly when the occupations commute with every symmetry operation. -/
theorem dudarevEnergy_le_symmetrise [Fintype G] (ρ : G →* unitaryGroup d ℂ) {U : ℝ} (hU : 0 < U)
    {n : Matrix d d ℂ} (hn : n.IsHermitian) :
    dudarevEnergy U n ≤ dudarevEnergy U (symmetrise ρ n) ∧
      (dudarevEnergy U (symmetrise ρ n) = dudarevEnergy U n ↔
        ∀ g, (ρ g).1 * n = n * (ρ g).1) := by
  have hgain := dudarevEnergy_symmetrise ρ U hn
  constructor
  · rw [hgain]
    have : 0 ≤ U / 2 * ∑ i, ∑ j, ‖(n - symmetrise ρ n) i j‖ ^ 2 := by positivity
    linarith
  · rw [← symmetrise_eq_self_iff]
    constructor
    · intro h
      have h0 : U / 2 * ∑ i, ∑ j, ‖(n - symmetrise ρ n) i j‖ ^ 2 = 0 := by linarith
      have hs := (mul_eq_zero.mp h0).resolve_left (by positivity)
      -- a vanishing sum of squares forces every entry of `n - s` to vanish
      ext i j
      have hi := (Finset.sum_eq_zero_iff_of_nonneg
        (fun i _ => Finset.sum_nonneg fun j _ => sq_nonneg _)).mp hs i (Finset.mem_univ i)
      have hij := (Finset.sum_eq_zero_iff_of_nonneg
        (fun j _ => sq_nonneg _)).mp hi j (Finset.mem_univ j)
      have hz := norm_eq_zero.mp (pow_eq_zero_iff (two_ne_zero)|>.mp hij)
      rw [Matrix.sub_apply] at hz
      exact (sub_eq_zero.mp hz).symm
    · intro h
      rw [h]

/-- The action of the two-element group `{1, -1}` on one even and one odd orbital: the element `u`
acts as `diag(1, u)`. -/
def parityRep : ℤˣ →* unitaryGroup (Fin 2) ℂ where
  toFun u := ⟨!![1, 0; 0, ((u : ℤ) : ℂ)], by
    rw [mem_unitaryGroup_iff, star_eq_conjTranspose]
    rcases Int.units_eq_one_or u with rfl | rfl <;> ext i j <;> fin_cases i <;> fin_cases j <;>
      simp [Matrix.mul_apply, Fin.sum_univ_succ]⟩
  map_one' := by
    apply Subtype.ext
    ext i j
    fin_cases i <;> fin_cases j <;> simp
  map_mul' u v := by
    apply Subtype.ext
    show !![1, 0; 0, (((u * v : ℤˣ) : ℤ) : ℂ)] =
      !![1, 0; 0, ((u : ℤ) : ℂ)] * !![1, 0; 0, ((v : ℤ) : ℂ)]
    ext i j
    fin_cases i <;> fin_cases j <;> simp [Matrix.mul_apply, Fin.sum_univ_succ]

/-- Symmetrising the matrix with all four entries `1/2` under `parityRep` gives `diag(1/2, 1/2)`.
The Dudarev energies of these two matrices are `0` and `U/4`. -/
theorem parity_example (U : ℝ) :
    symmetrise parityRep !![1/2, 1/2; 1/2, 1/2] = !![1/2, 0; 0, 1/2] ∧
      dudarevEnergy U !![1/2, 1/2; 1/2, 1/2] = 0 ∧
      dudarevEnergy U !![1/2, 0; 0, 1/2] = U / 4 := by
  refine ⟨?_, ?_, ?_⟩
  · have hu : (Finset.univ : Finset ℤˣ) = {1, -1} := by decide
    have hc : Fintype.card ℤˣ = 2 := by decide
    -- the parity matrices are real and diagonal, hence Hermitian
    have hH : ∀ u : ℤˣ, (parityRep u).1ᴴ = (parityRep u).1 := by
      intro u
      ext i j
      fin_cases i <;> fin_cases j <;> simp [parityRep, conjTranspose_apply]
    unfold symmetrise
    rw [hu, Finset.sum_pair (by decide), hc]
    simp only [rotate, hH]
    ext i j
    fin_cases i <;> fin_cases j <;>
      norm_num [parityRep, Matrix.mul_apply, Fin.sum_univ_succ]
  · have h : trace (!![1/2, 1/2; 1/2, 1/2] - !![1/2, 1/2; 1/2, 1/2] * !![1/2, 1/2; 1/2, 1/2] :
        Matrix (Fin 2) (Fin 2) ℂ) = 0 := by
      norm_num [trace_fin_two, Matrix.mul_apply, Fin.sum_univ_succ]
    rw [dudarevEnergy, h, Complex.zero_re, mul_zero]
  · have h : trace (!![1/2, 0; 0, 1/2] - !![1/2, 0; 0, 1/2] * !![1/2, 0; 0, 1/2] :
        Matrix (Fin 2) (Fin 2) ℂ) = ((1/2 : ℝ) : ℂ) := by
      norm_num [trace_fin_two, Matrix.mul_apply, Fin.sum_univ_succ]
    rw [dudarevEnergy, h, Complex.ofReal_re]
    ring

end

end SymmetrisedOccupations
```

```lean
#print axioms SymmetrisedOccupations.dudarevEnergy_le_symmetrise
-- 'SymmetrisedOccupations.dudarevEnergy_le_symmetrise' depends on axioms: [propext, Classical.choice, Quot.sound]
#print axioms SymmetrisedOccupations.parity_example
-- 'SymmetrisedOccupations.parity_example' depends on axioms: [propext, Classical.choice, Quot.sound]
```

The main theorem is `dudarevEnergy_le_symmetrise`. In words: for a finite group acting by unitary matrices on finitely many orbitals, a real U > 0 and a Hermitian n, the energy at n is at most the energy at the symmetrised matrix, and the two are equal if and only if n commutes with every symmetry operation.

- The type `d` labels the orbitals, and an occupation matrix is a `Matrix d d ℂ`. In an orthonormal orbital basis, the matrices of spatial symmetry operations are unitary.
- The map `ρ : G →* unitaryGroup d ℂ` is a group homomorphism, and `(ρ g).1` is the matrix of the operation g. For a given finite group of unitary matrices, take ρ to be the inclusion. Different operations may also act by the same matrix.
- `rotate ρ g n` is ρ(g) n ρ(g)†, and `symmetrise ρ n` is the average s.
- `dudarevEnergy U n` is U/2 times the real part of Tr(n − n²). For Hermitian n the trace is already real, so nothing is discarded. Setting U = 2 gives the bare inequality Tr(s − s²) ≥ Tr(n − n²).
- The hypothesis `hU : 0 < U` says that the effective on-site interaction (the Coulomb parameter minus the exchange parameter, where a code takes both) is repulsive, so that the correction penalises fractional eigenvalues of n.
- The hypothesis `hn : n.IsHermitian` is the only condition on n. Its eigenvalues need not lie between 0 and 1.

The theorem compares one energy function at two matrices, n and its own average. It does not compare two self-consistent solutions, whose orbitals, densities and remaining energy terms also differ. If a run with symmetry sums only over irreducible k-points, the averaging also completes the sum over the Brillouin zone. The matrix before averaging is then in general not the physical occupation matrix, so the energy gain should be read as a physical change only when n comes from the full sum. The energy has a single parameter U and one occupation matrix, as for one spin channel of one shell, and antiunitary operations such as time reversal are not included. For a single shell, the group contains the operations that leave its atom in place. Codes also average between equivalent atoms; the theorem covers this if `d` lists the orbitals of all these atoms and n is block diagonal, with one block per atom. Within this one-parameter model, the result tells a DFT+U user that imposing symmetry on a fixed occupation matrix raises the Hubbard term whenever the matrix breaks that symmetry.

## From relabelling the group sum to the equality case

`symmetrise_commutes` is the first step of the derivation. Its inner statement `step` moves ρ(h) through one term of the average, turning g into hg. The closing `Equiv.sum_comp (Equiv.mulLeft h)` is the relabelling of the sum.

`trace_mul_symmetrise` proves Tr(a s) = Tr(a n) for a commuting with the group. Here `step` shows that every term of the average has the same trace: `ha g` moves ρ(g) past a, and `trace_mul_comm` supplies cyclicity. The sum is then |G| equal terms, and the prefactor cancels |G|.

`symmetrise_isHermitian` checks that s inherits Hermiticity term by term. `symmetrise_eq_self_iff` proves that s = n exactly when n commutes with the group. This lemma needs no Hermiticity. `trace_sq_of_isHermitian` turns Tr(A²) into the sum of squared moduli by replacing A_ji with the conjugate of A_ij.

`dudarevEnergy_symmetrise` assembles the exact energy formula, for every real U. It collects three trace identities:

- `h1`: Tr s = Tr n
- `h2`: Tr(s²) = Tr(s n)
- `h3`: Tr(n s) = Tr(s n)

After the products have been expanded, `linear_combination h1 - 2 * h2 + h3` carries out the collapse of the cross terms. Taking real parts and multiplying by U/2 gives the energies.

In `dudarevEnergy_le_symmetrise`, the inequality follows because `positivity` recognises the added term as nonnegative. For equality, the added term must be zero, and since U/2 is not zero, the double sum is. Applying `Finset.sum_eq_zero_iff_of_nonneg` first to the rows and then to the entries makes each |n_ij − s_ij|² vanish, so s = n. The lemma `symmetrise_eq_self_iff` translates this into commutation with the group.

The example uses `parityRep`, in which the group {1, −1} acts on an even and an odd orbital, with −1 standing for the mirror reflection. `parity_example` takes one electron in the normalised state (even + odd)/√2, whose occupation matrix has all four entries equal to 1/2. This matrix is a projector, so its Dudarev energy is 0. Averaging over the group leaves diag(1/2, 1/2), with energy U/4. The proof writes out the two-element group sum and compares the matrices entry by entry, then evaluates the two traces directly.
